# Bergman–Milton pole formula for a two-phase medium in finite dimension

Let $\chi$ and $\Gamma$ be orthogonal projections on a complex inner-product space $V$ of finite dimension $n$, and let $e\in V$. There are real numbers $\sigma_i\in[0,1]$ and $B_i\ge 0$, with $i=0,\dots,n-1$, such that for every complex $s$ outside $[0,1]$

$$F(s)=\langle \chi e,(s-\chi\Gamma\chi)^{-1}\chi e\rangle=\sum_i\frac{B_i}{s-\sigma_i},\qquad \sum_i B_i=\|\chi e\|^2,\qquad \sum_i B_i\sigma_i=\|\Gamma\chi e\|^2 .$$

In a discretised, quasistatic two-phase composite, $\chi$ selects phase 1 and $\Gamma$ projects onto gradient fields. The formula then separates geometry from material: the $\sigma_i$ are eigenvalues of $\chi\Gamma\chi$, set by the microstructure, and the $B_i$ depend also on the applied field, while the permittivities $\varepsilon_1,\varepsilon_2$ enter through $s=\varepsilon_2/(\varepsilon_2-\varepsilon_1)$.

## Fields, phases and gradients as linear algebra

A vector in $V$ is a field configuration. The operator $\chi$ keeps the field inside phase 1 and sets it to zero elsewhere; $\Gamma$ extracts the gradient part. Here a gradient field is the gradient of a periodic potential, so a uniform field has no gradient part. Inner products are conjugate-linear in the first slot.

In Lean 4 with Mathlib:

```lean
import Mathlib

open scoped InnerProductSpace
open Matrix

namespace BergmanMilton

noncomputable section

variable {V : Type*} [NormedAddCommGroup V] [InnerProductSpace ℂ V]
```

`IsOrthProj` asks for two things: applying the operator twice changes nothing more, and the operator is symmetric.

```lean
/-- An orthogonal projection: an idempotent operator that is symmetric for the inner product. -/
structure IsOrthProj (P : Module.End ℂ V) : Prop where
  idem : ∀ x, P (P x) = P x
  symmetric : LinearMap.IsSymmetric P
```

Next come $T=\chi\Gamma\chi$, called `response`, and the segment $[0,1]$ as a subset of $\mathbb C$, called `cut`.

```lean
/-- The operator `χ Γ χ`, built from the phase indicator `χ` and the projection `Γ` onto
gradient fields. -/
def response (χ Γ : Module.End ℂ V) : Module.End ℂ V := χ * Γ * χ

/-- The real segment `[0,1]` in the complex plane. -/
def cut : Set ℂ := Complex.ofReal '' Set.Icc (0 : ℝ) 1
```

`Ring.inverse` returns zero for a non-invertible operator, so the main theorem states invertibility alongside the formula for $F$.

```lean
/-- The spectral function `F(s) = ⟨χe, (s - χΓχ)⁻¹ χe⟩`, meaningful for those `s` at which
`s - χΓχ` is invertible. -/
def spectralF (χ Γ : Module.End ℂ V) (e : V) (s : ℂ) : ℂ :=
  ⟪χ e, Ring.inverse (s • (1 : Module.End ℂ V) - response χ Γ) (χ e)⟫_ℂ
```

The displacement is $D=\varepsilon_1\chi u+\varepsilon_2(u-\chi u)$ for a local field $u$. The electrostatic equations are $\Gamma e=0$, $\Gamma(u-e)=u-e$ and $\Gamma D=0$.

```lean
/-- The displacement field of a two-phase medium with permittivity `ε₁` where `χ` acts as one
and `ε₂` elsewhere. -/
def displacement (χ : Module.End ℂ V) (ε₁ ε₂ : ℂ) (u : V) : V :=
  ε₁ • χ u + ε₂ • (u - χ u)

/-- The electrostatic equations for a local field `u` with applied field `e`: `e` has no gradient
part, `u - e` is a gradient field, and the displacement has no gradient part. -/
structure IsLocalField (χ Γ : Module.End ℂ V) (ε₁ ε₂ : ℂ) (e u : V) : Prop where
  applied : Γ e = 0
  gradient : Γ (u - e) = u - e
  divergence_free : Γ (displacement χ ε₁ ε₂ u) = 0
```

Nothing in these definitions forces $\chi$ to be diagonal on a grid or $\Gamma$ to come from a derivative. Retardation and nonlocal response are absent from the model.

## Both operators are orthogonal projections

Physically, a point belongs to one phase or the other, and every field splits into a gradient part and a part orthogonal to all gradient fields. By hand, the hypothesis first gives, for either projection $P$,

$$\|Px\|^2=\langle x,Px\rangle\le\|x\|\,\|Px\|,$$

hence $\|Px\|\le\|x\|$. `IsOrthProj.norm_le` is this argument, with the Cauchy–Schwarz inequality as `norm_inner_le_norm`.

```lean
/-- An orthogonal projection does not lengthen any vector. -/
theorem IsOrthProj.norm_le {P : Module.End ℂ V} (hP : IsOrthProj P) (x : V) :
    ‖P x‖ ≤ ‖x‖ := by
  have h : ⟪P x, P x⟫_ℂ = ⟪x, P x⟫_ℂ := by
    rw [hP.symmetric x (P x), hP.idem]
  have h1 : ‖P x‖ ^ 2 ≤ ‖x‖ * ‖P x‖ := by
    calc ‖P x‖ ^ 2 = ‖⟪P x, P x⟫_ℂ‖ := by
          rw [inner_self_eq_norm_sq_to_K]; simp
      _ = ‖⟪x, P x⟫_ℂ‖ := by rw [h]
      _ ≤ ‖x‖ * ‖P x‖ := norm_inner_le_norm _ _
  by_contra hlt
  have hlt' := not_le.1 hlt
  have hpos : 0 < ‖P x‖ := lt_of_le_of_lt (norm_nonneg x) hlt'
  nlinarith [mul_pos (sub_pos.2 hlt') hpos]
```

Moving $\chi$ and then one copy of $\Gamma=\Gamma^2$ across the inner product gives

$$\langle x,Tx\rangle=\langle\chi x,\Gamma\chi x\rangle=\|\Gamma\chi x\|^2 .$$

```lean
/-- For orthogonal projections, the quadratic form of `χΓχ` at `x` is the squared norm of the
gradient part of `χx`. -/
theorem inner_response {χ Γ : Module.End ℂ V} (hχ : IsOrthProj χ) (hΓ : IsOrthProj Γ) (x : V) :
    ⟪x, response χ Γ x⟫_ℂ = (‖Γ (χ x)‖ : ℂ) ^ 2 := by
  change ⟪x, χ (Γ (χ x))⟫_ℂ = _
  rw [← hχ.symmetric x, ← hΓ.idem (χ x), ← hΓ.symmetric (χ x), hΓ.idem]
  exact inner_self_eq_norm_sq_to_K _
```

If $Tx=\lambda x$ with $x\ne0$, then $\lambda\|x\|^2=\|\Gamma\chi x\|^2$, and two contractions give $\|\Gamma\chi x\|\le\|x\|$. So $\lambda$ is real and $0\le\lambda\le1$. The proof supplies the quotient $\|\Gamma\chi x\|^2/\|x\|^2$ as the required real number.

```lean
/-- For orthogonal projections, every eigenvalue of `χΓχ` is real and lies in `[0,1]`. -/
theorem eigenvalue_mem_cut {χ Γ : Module.End ℂ V} (hχ : IsOrthProj χ) (hΓ : IsOrthProj Γ)
    {s : ℂ} {x : V} (hx : x ≠ 0) (h : response χ Γ x = s • x) : s ∈ cut := by
  have hq := inner_response hχ hΓ x
  have hxx : ⟪x, x⟫_ℂ = (‖x‖ : ℂ) ^ 2 := inner_self_eq_norm_sq_to_K _
  rw [h, inner_smul_right, hxx] at hq
  have hpos : 0 < ‖x‖ := norm_pos_iff.2 hx
  have hle : ‖Γ (χ x)‖ ≤ ‖x‖ := (hΓ.norm_le _).trans (hχ.norm_le _)
  -- the eigenvalue is the Rayleigh quotient
  refine ⟨‖Γ (χ x)‖ ^ 2 / ‖x‖ ^ 2, ⟨by positivity, ?_⟩, ?_⟩
  · rw [div_le_one (by positivity)]
    gcongr
  · have hne : (‖x‖ : ℂ) ^ 2 ≠ 0 := pow_ne_zero 2 (Complex.ofReal_ne_zero.2 hpos.ne')
    push_cast
    rw [div_eq_iff hne]
    exact hq.symm
```

Both halves of the hypothesis matter. Take $\chi=\mathrm{diag}(1,0)$ and the oblique projection $\Gamma=\begin{pmatrix}2&-2\\1&-1\end{pmatrix}$, which is idempotent but not symmetric: $T$ has eigenvalue 2. With $\chi=1$ and $\Gamma=-1$, symmetric but not idempotent, the eigenvalue is $-1$.

## The parameter $s$ stays off $[0,1]$

Since $\varepsilon_1/\varepsilon_2=1-1/s$ for $s\neq0$, the values $0<s\le1$ are those where the permittivity ratio is real and not positive, as for an ideal lossless metal in a dielectric. Quasistatic plasmon resonances sit there. The value $s=0$ means $\varepsilon_2=0$.

By hand, if $(s-T)x=0$ with $x\neq0$, then $s$ is an eigenvalue and lies in $[0,1]$. Off the segment the kernel is therefore zero, and in finite dimension an injective operator is invertible. The proof follows these steps through `LinearMap.isUnit_iff_ker_eq_bot`.

```lean
variable [FiniteDimensional ℂ V]

/-- For orthogonal projections in finite dimension, `s - χΓχ` is invertible whenever `s` lies
outside `[0,1]`. -/
theorem isUnit_sub_response {χ Γ : Module.End ℂ V} (hχ : IsOrthProj χ) (hΓ : IsOrthProj Γ)
    {s : ℂ} (hs : s ∉ cut) : IsUnit (s • (1 : Module.End ℂ V) - response χ Γ) := by
  refine (LinearMap.isUnit_iff_ker_eq_bot _).2 (LinearMap.ker_eq_bot'.2 fun x hx => ?_)
  by_contra hne
  have hx' : s • x - response χ Γ x = 0 := hx
  exact hs (eigenvalue_mem_cut hχ hΓ hne (sub_eq_zero.1 hx').symm)
```

On the segment, $s-T$ fails to be invertible exactly at the eigenvalues. The hypothesis is thus sufficient for every geometry, though each geometry also allows all points of the segment except its finitely many eigenvalues.

## Finite dimension turns the spectrum into a sum

A field on a finite grid has finitely many degrees of freedom. The symmetric operator $T$ then has an orthonormal eigenbasis $b_i$ with $Tb_i=\sigma_i b_i$. Set $B_i=|\langle b_i,\chi e\rangle|^2$ and $y=(s-T)^{-1}\chi e$. Taking the inner product of $(s-T)y=\chi e$ with $b_i$ gives

$$\langle b_i,\chi e\rangle=(s-\sigma_i)\langle b_i,y\rangle,$$

and therefore

$$F(s)=\sum_i\langle\chi e,b_i\rangle\langle b_i,y\rangle=\sum_i\frac{B_i}{s-\sigma_i}.$$

The first sum rule is Parseval's identity for $\chi e$. The second is

$$\sum_i B_i\sigma_i=\langle\chi e,T\chi e\rangle=\|\Gamma\chi\chi e\|^2=\|\Gamma\chi e\|^2 .$$

In `bergman_milton`, the poles and weights are chosen before $s$, so they do not depend on it. Poles may repeat and weights may vanish. In the proof, `hT` is the symmetry of $T$, `hc` says that $T$ multiplies the coefficient along $b_i$ by $\sigma_i$, and `hB` identifies the weight. The three closing blocks are the two sum rules and the pole formula; `b.sum_inner_mul_inner` performs each expansion in the basis.

```lean
/-- **Bergman-Milton representation.** For orthogonal projections in finite dimension, `F` is a
sum of simple fractions with poles in `[0,1]` and nonnegative weights, valid for all `s` outside
`[0,1]`; the weights sum to `‖χe‖²` and their first moment is `‖Γχe‖²`. -/
theorem bergman_milton {χ Γ : Module.End ℂ V} (hχ : IsOrthProj χ) (hΓ : IsOrthProj Γ) (e : V) :
    ∃ σ B : Fin (Module.finrank ℂ V) → ℝ,
      (∀ i, σ i ∈ Set.Icc (0 : ℝ) 1) ∧ (∀ i, 0 ≤ B i) ∧
      ∑ i, B i = ‖χ e‖ ^ 2 ∧ ∑ i, B i * σ i = ‖Γ (χ e)‖ ^ 2 ∧
      ∀ s : ℂ, s ∉ cut → IsUnit (s • (1 : Module.End ℂ V) - response χ Γ) ∧
        spectralF χ Γ e s = ∑ i, (B i : ℂ) / (s - σ i) := by
  have hT : LinearMap.IsSymmetric (response χ Γ) := fun x y => by
    change ⟪χ (Γ (χ x)), y⟫_ℂ = ⟪x, χ (Γ (χ y))⟫_ℂ
    exact (hχ.symmetric _ _).trans ((hΓ.symmetric _ _).trans (hχ.symmetric _ _))
  let b := hT.eigenvectorBasis rfl
  let σ := hT.eigenvalues rfl
  have hb : ∀ i, response χ Γ (b i) = (σ i : ℂ) • b i := fun i =>
    hT.apply_eigenvectorBasis rfl i
  have hσ : ∀ i, σ i ∈ Set.Icc (0 : ℝ) 1 := fun i => by
    obtain ⟨t, ht, hts⟩ := eigenvalue_mem_cut hχ hΓ (b.orthonormal.ne_zero i) (hb i)
    rwa [← Complex.ofReal_injective hts]
  -- in the eigenbasis the operator acts by multiplication
  have hc : ∀ i y, ⟪b i, response χ Γ y⟫_ℂ = σ i * ⟪b i, y⟫_ℂ := fun i y => by
    rw [← hT (b i) y, hb, inner_smul_left, Complex.conj_ofReal]
  have hB : ∀ i, ⟪χ e, b i⟫_ℂ * ⟪b i, χ e⟫_ℂ = (‖⟪b i, χ e⟫_ℂ‖ : ℂ) ^ 2 := fun i => by
    rw [← inner_conj_symm (χ e) (b i)]
    exact Complex.conj_mul' _
  refine ⟨σ, fun i => ‖⟪b i, χ e⟫_ℂ‖ ^ 2, hσ, fun i => by positivity, ?_, ?_, ?_⟩
  · apply Complex.ofReal_injective
    push_cast
    rw [← Finset.sum_congr rfl fun i _ => hB i, b.sum_inner_mul_inner]
    exact inner_self_eq_norm_sq_to_K _
  · apply Complex.ofReal_injective
    have hq := inner_response hχ hΓ (χ e)
    rw [hχ.idem, ← b.sum_inner_mul_inner] at hq
    push_cast
    rw [← hq]
    refine Finset.sum_congr rfl fun i _ => ?_
    rw [hc, ← hB]
    ring
  · intro s hs
    have hu := isUnit_sub_response hχ hΓ hs
    refine ⟨hu, ?_⟩
    unfold spectralF
    set y := Ring.inverse (s • (1 : Module.End ℂ V) - response χ Γ) (χ e) with hy
    have hsy : s • y - response χ Γ y = χ e :=
      LinearMap.congr_fun (Ring.mul_inverse_cancel _ hu) (χ e)
    rw [← b.sum_inner_mul_inner]
    refine Finset.sum_congr rfl fun i _ => ?_
    have hne : s - σ i ≠ 0 := fun h => hs ⟨σ i, hσ i, (sub_eq_zero.1 h).symm⟩
    have hi : ⟪b i, χ e⟫_ℂ = (s - σ i) * ⟪b i, y⟫_ℂ := by
      rw [← hsy, inner_sub_right, inner_smul_right, hc]
      ring
    rw [eq_div_iff hne]
    push_cast
    rw [← hB, hi]
    ring
```

For a continuum composite the spectrum can be continuous, and the sum gives way to an integral over a positive measure on $[0,1]$.

## Contrast and field equations give the permittivity

The condition $\varepsilon_1\ne\varepsilon_2$ says that the phases differ. It is what allows division by $\varepsilon_2-\varepsilon_1$. For equal nonzero permittivities no finite $s$ satisfies $s(\varepsilon_2-\varepsilon_1)=\varepsilon_2$; the medium is uniform and $u=e$.

The first two field equations give $\Gamma u=u-e$. Inserting this in $\Gamma D=0$ yields $\varepsilon_2(u-e)=(\varepsilon_2-\varepsilon_1)\Gamma\chi u$, or

$$s(u-e)=\Gamma\chi u .$$

Applying $\chi$ and using $\chi^2=\chi$ gives $(s-T)\chi u=s\chi e$, so $\langle e,\chi u\rangle=\langle\chi e,\chi u\rangle=sF(s)$. Also $\langle e,u-e\rangle=\langle\Gamma e,u-e\rangle=0$, so $\langle e,u\rangle=\|e\|^2$. Together,

$$\langle e,D\rangle=\varepsilon_2\|e\|^2-(\varepsilon_2-\varepsilon_1)sF(s)=\varepsilon_2\bigl(\|e\|^2-F(s)\bigr).$$

For a nonzero uniform applied field $e$, division by $\|e\|^2$ gives the effective permittivity along $e$, namely $\varepsilon_2(1-F(s)/\|e\|^2)$. In the proof, `hfield`, `hy`, `hF` and `horth` are the successive equations, and `linear_combination` assembles them.

```lean
/-- **Effective permittivity.** For orthogonal projections in finite dimension and distinct
permittivities with `s = ε₂/(ε₂ - ε₁)` outside `[0,1]`, the inner product of the applied field `e`
with the displacement of a local field `u` is `ε₂ (‖e‖² - F(s))`. -/
theorem effective_permittivity {χ Γ : Module.End ℂ V} (hχ : IsOrthProj χ) (hΓ : IsOrthProj Γ)
    {ε₁ ε₂ s : ℂ} {e u : V} (hε : ε₁ ≠ ε₂) (hsε : s * (ε₂ - ε₁) = ε₂) (hs : s ∉ cut)
    (h : IsLocalField χ Γ ε₁ ε₂ e u) :
    ⟪e, displacement χ ε₁ ε₂ u⟫_ℂ = ε₂ * ((‖e‖ : ℂ) ^ 2 - spectralF χ Γ e s) := by
  have hΓu : Γ u = u - e := by
    have h1 := h.gradient
    rwa [map_sub, h.applied, sub_zero] at h1
  -- the field equation `s (u - e) = Γ χ u`
  have hfield : s • (u - e) = Γ (χ u) := by
    have h2 := h.divergence_free
    simp only [displacement, map_add, map_smul, map_sub, hΓu] at h2
    have h3 : (ε₂ - ε₁) • (s • (u - e) - Γ (χ u)) = 0 := by
      rw [smul_sub, smul_smul, mul_comm, hsε, ← h2]
      module
    exact sub_eq_zero.1 ((smul_eq_zero.1 h3).resolve_left (sub_ne_zero.2 hε.symm))
  have hy : (s • (1 : Module.End ℂ V) - response χ Γ) (χ u) = s • χ e := by
    change s • χ u - χ (Γ (χ (χ u))) = s • χ e
    rw [hχ.idem, ← hfield, map_smul, map_sub]
    module
  -- solve for the field inside the inclusions
  have hF : ⟪e, χ u⟫_ℂ = s * spectralF χ Γ e s := by
    have h4 : Ring.inverse (s • (1 : Module.End ℂ V) - response χ Γ)
        ((s • (1 : Module.End ℂ V) - response χ Γ) (χ u)) = χ u :=
      LinearMap.congr_fun (Ring.inverse_mul_cancel _ (isUnit_sub_response hχ hΓ hs)) (χ u)
    rw [hy, map_smul] at h4
    rw [spectralF, ← inner_smul_right, h4, hχ.symmetric e (χ u), hχ.idem]
  have horth : ⟪e, u - e⟫_ℂ = 0 := by
    rw [← h.gradient, ← hΓ.symmetric e, h.applied, inner_zero_left]
  have hee : ⟪e, e⟫_ℂ = (‖e‖ : ℂ) ^ 2 := inner_self_eq_norm_sq_to_K _
  rw [inner_sub_right, hee] at horth
  simp only [displacement, inner_add_right, inner_sub_right, inner_smul_right, hF]
  linear_combination ε₂ * horth - spectralF χ Γ e s * hsε
```

Each field equation excludes a definite failure:

- $\Gamma e=0$ says that the applied field has no gradient part. Without it, take $\chi=0$ and $\Gamma=1$: the other two equations force $u=0$ when $\varepsilon_2\neq0$, so $\langle e,D\rangle=0$, while the formula gives $\varepsilon_2\|e\|^2$.
- $\Gamma(u-e)=u-e$ ties the local field to the applied one. Without it, $u=0$ satisfies the other equations for any admissible $e$.
- $\Gamma D=0$ is Gauss's law without free charge. Without it, $u=e$ is allowed and gives the arithmetic average of the permittivities, weighted by $\|\chi e\|^2/\|e\|^2$ for phase 1.

## Two equal layers satisfy every field equation

The smallest laminate has one field value per layer, with the field normal to the layers. Here $\chi$ selects the first layer, $\Gamma$ projects onto $(1,-1)$, and $e=(1,1)$. A Hermitian idempotent matrix is an orthogonal projection; the helper lemma proves this for 2×2 complex matrices.

```lean
omit [FiniteDimensional ℂ V] in
/-- A Hermitian idempotent 2×2 complex matrix acts as an orthogonal projection. -/
theorem isOrthProj_of_matrix {A : Matrix (Fin 2) (Fin 2) ℂ} (hA : A.IsHermitian)
    (hAA : A * A = A) : IsOrthProj (Matrix.toEuclideanLin A) where
  idem x := by
    change WithLp.toLp 2 (A *ᵥ (A *ᵥ x.ofLp)) = WithLp.toLp 2 (A *ᵥ x.ofLp)
    rw [Matrix.mulVec_mulVec, hAA]
  symmetric := isSymmetric_toEuclideanLin_iff.2 hA
```

The local field $u=(2\varepsilon_2,2\varepsilon_1)/(\varepsilon_1+\varepsilon_2)$ makes $D$ the same in both layers. The proof checks the matrix identities and field equations entry by entry.

Substitution by hand, a step beyond the checked field equations, gives $F(s)=1/(s-\tfrac12)$. Since $\|e\|^2=2$, the normalised weight is $\tfrac12$, the volume fraction of phase 1, and the effective permittivity is the harmonic mean $2\varepsilon_1\varepsilon_2/(\varepsilon_1+\varepsilon_2)$. The pole $s=\tfrac12$ is the resonance $\varepsilon_1=-\varepsilon_2$, which the hypothesis $\varepsilon_1+\varepsilon_2\ne0$ excludes.

```lean
/-- A laminate of two equal layers: the two matrices are orthogonal projections, and the stated
local field solves the electrostatic equations whenever `ε₁ + ε₂ ≠ 0`. -/
theorem laminate_witness {ε₁ ε₂ : ℂ} (h : ε₁ + ε₂ ≠ 0) :
    IsOrthProj (Matrix.toEuclideanLin !![(1 : ℂ), 0; 0, 0]) ∧
    IsOrthProj (Matrix.toEuclideanLin !![(1 / 2 : ℂ), -1 / 2; -1 / 2, 1 / 2]) ∧
    IsLocalField (Matrix.toEuclideanLin !![(1 : ℂ), 0; 0, 0])
      (Matrix.toEuclideanLin !![(1 / 2 : ℂ), -1 / 2; -1 / 2, 1 / 2]) ε₁ ε₂
      !₂[(1 : ℂ), 1] !₂[2 * ε₂ / (ε₁ + ε₂), 2 * ε₁ / (ε₁ + ε₂)] := by
  have key : ∀ (A : Matrix (Fin 2) (Fin 2) ℂ) (x : EuclideanSpace ℂ (Fin 2)) (i : Fin 2),
      (Matrix.toEuclideanLin A x).ofLp i = A i 0 * x.ofLp 0 + A i 1 * x.ofLp 1 := by
    intro A x i
    change (A *ᵥ x.ofLp) i = _
    simp [Matrix.mulVec, dotProduct, Fin.sum_univ_two]
  refine ⟨isOrthProj_of_matrix ?_ ?_, isOrthProj_of_matrix ?_ ?_, ?_, ?_, ?_⟩
  · ext i j; fin_cases i <;> fin_cases j <;> simp
  · ext i j; fin_cases i <;> fin_cases j <;> simp [Matrix.mul_apply, Fin.sum_univ_two]
  · ext i j; fin_cases i <;> fin_cases j <;> simp
  · ext i j; fin_cases i <;> fin_cases j <;>
      norm_num [Matrix.mul_apply, Fin.sum_univ_two]
  · ext i; rw [key]; fin_cases i <;> norm_num
  · ext i; rw [key]; fin_cases i <;> simp <;> field_simp <;> ring
  · ext i; rw [key]
    simp only [displacement, PiLp.add_apply, PiLp.sub_apply, PiLp.smul_apply, key]
    fin_cases i <;> simp <;> field_simp <;> ring

end

end BergmanMilton
```

```lean
#print axioms BergmanMilton.bergman_milton
#print axioms BergmanMilton.effective_permittivity
```

```
'BergmanMilton.bergman_milton' depends on axioms: [propext, Classical.choice, Quot.sound]
'BergmanMilton.effective_permittivity' depends on axioms: [propext, Classical.choice, Quot.sound]
```

## One diagonalisation serves all frequencies

In a basic Fourier discretisation on a periodic grid, $\chi$ is a mask in real space. In Fourier space $\Gamma$ multiplies the field at wavevector $k\neq0$ by $kk^{\mathsf T}/|k|^2$ and removes the $k=0$ component. For a small grid, one Hermitian diagonalisation of $\chi\Gamma\chi$ gives all $\sigma_i$ and $B_i$. A frequency sweep then only re-evaluates $s(\omega)$ and the sum, and the two sum rules check the stored poles and weights.
